# Blocking estimates for stationary series: exact expectation, and a 1/B bound when Σ k|c(k)| is finite

Each sample is treated here as a vector and not as a number. If $f_i$ is the local energy recorded at step $i$ of a Monte Carlo run, let $x_i = f_i - \langle f\rangle$ be its deviation from the exact mean, regarded as a random variable. Random variables with zero mean and finite variance form a real inner-product space in which $\langle x_i, x_j\rangle$ is the covariance of samples $i$ and $j$, and $\|x_i\|^2$ is a variance. Squared norms are therefore averages over all possible runs, and the results below concern the expected value of a blocking estimate, not the number that a single run prints.

## The expected squared error bar in terms of block variances

The series is stationary: $\langle x_i, x_j\rangle = c(|i-j|)$ for one function $c$ of the lag. Write $v(L)$ for the squared norm of the mean of the first $L$ samples, which is the true squared error of that mean. Cut $M = nB$ samples into $n \ge 2$ blocks of length $B$, with block means $Y_0,\dots,Y_{n-1}$ and average $\bar Y$. The expected blocking estimate $\mathcal E$ of the squared error $v(M)$ then satisfies

$$\mathcal E := \frac{\sum_j \|Y_j-\bar Y\|^2}{n(n-1)} = \frac{v(B)-v(M)}{n-1}, \qquad \mathcal E - v(M) = \frac{v(B)-n\,v(M)}{n-1}.$$

Let $s = c(0)+2\sum_{k\ge1}c(k)$, and suppose that $K=\sum_k k|c(k)|$ converges. For $B\ge1$,

$$|B\,v(B)-s|\le \frac{2K}{B}, \qquad |nB\,\mathcal E - s|\le \frac{2K(n^2+1)}{n(n-1)B},$$

where the second bound again takes $n \ge 2$.

The number $s$ is the variance of one sample times the integrated autocorrelation time, in the convention where uncorrelated data have time 1. Finite $K$ means that memory fades fast enough: exponential decay qualifies, while a tail falling as $1/k^2$ does not.

## Where a code uses it

A variational Monte Carlo code that reblocks its energy series looks for a plateau in the estimate as $B$ grows. For a stationary, equally weighted series with finite $K$, the second bound says that the expected estimate, multiplied by the number $nB$ of samples, differs from $s$ by at most an amount of order $K/B$. If $s>0$ and the number of samples is fixed, the expected estimate is therefore nearly constant, close to $s/(nB)$, once $B$ is large compared with $K/s$. With two blocks the second bound is $5K/B$; with many blocks it approaches $2K/B$.

## Derivation

**Scatter of the blocks.** By stationarity, shifting all indices by $jB$ changes no inner product, so $\|Y_j\|^2=v(B)$ for every $j$. The average of the block means is the mean of all $M$ samples, so $\|\bar Y\|^2=v(M)$. Using $\sum_j Y_j = n\bar Y$,

$$\sum_j\|Y_j-\bar Y\|^2 = n\,v(B) - 2n\|\bar Y\|^2 + n\|\bar Y\|^2 = n\,[v(B)-v(M)].$$

Dividing by $n(n-1)$ gives the first identity, and subtracting $v(M)$ gives the second.

**Growth of the sum.** Let $S_m=\sum_{i<m}x_i$ and let $T_m=\sum_{k\ge m+1}c(k)$ be the tail beyond lag $m$. Adding sample $x_m$ gives

$$\|S_{m+1}\|^2=\|S_m\|^2+c(0)+2\sum_{k=1}^{m}c(k)=\|S_m\|^2+s-2T_m.$$

Starting from $S_0=0$ and using $B\,v(B)=\|S_B\|^2/B$,

$$B\,v(B)=s-\frac2B\sum_{m=0}^{B-1}T_m.$$

**Sum of the tails.** For a sequence $a$ with convergent first moment, put $R_B=\sum_{k\ge0}k\,a(k+B)$. The term $k=0$ vanishes, and relabelling the rest gives

$$R_B=\sum_{k\ge0}(k+1)\,a(k+B+1)=\sum_{k\ge0}a(k+B+1)+R_{B+1}.$$

Each step thus removes one tail, so the first $B$ tails of $a$ add up to $R_0-R_B$. With $a=|c|$ we have $R_0=K$ and $R_B\ge0$, hence $|\sum_{m<B}T_m|\le K$, which is the bound $2K/B$.

If $c(k)=0$ for all $k>B$, take $a=c$ instead. Then $R_B=0$ and

$$B\,v(B)=s-\frac2B\sum_k k\,c(k).$$

When such a $c$ is also non-negative at positive lags, the deviation has size exactly $2K/B$, so the constant 2 is sharp.

**Back to the estimate.** Substituting the first identity,

$$nB\,\mathcal E-s=\frac{n\,[B\,v(B)-s]-[nB\,v(nB)-s]}{n-1}.$$

The brackets are at most $2K/B$ and $2K/(nB)$ in size, and the triangle inequality gives the stated bound.

**The sign of the bias.** Expanding $\|\bar Y\|^2$ in the block means gives $n^2v(M)=n\,v(B)+\sum_{i\ne j}\langle Y_i,Y_j\rangle$. If $c$ is non-negative at all positive lags, the cross terms are non-negative, so $v(B)\le n\,v(M)$ and the expected blocking estimate is never too large. This inequality is proved here by hand only; the Lean file has no theorem about the sign.

## The Lean file

```lean
import Mathlib

open Finset
open scoped InnerProductSpace

namespace BlockingAnalysis

noncomputable section

variable {E : Type*} [NormedAddCommGroup E] [InnerProductSpace ℝ E]

/-- The covariance of two samples depends only on their separation in time, through `c`. -/
def Stationary (x : ℕ → E) (c : ℕ → ℝ) : Prop :=
  ∀ i j : ℕ, ⟪x i, x j⟫_ℝ = c ((i : ℤ) - j).natAbs

/-- The squared statistical error `v(L)` of the mean of the first `L` samples. -/
def sqError (x : ℕ → E) (L : ℕ) : ℝ := ‖(L : ℝ)⁻¹ • ∑ i ∈ range L, x i‖ ^ 2

/-- The mean of the `j`-th block of `B` consecutive samples. -/
def blockMean (x : ℕ → E) (B j : ℕ) : E := (B : ℝ)⁻¹ • ∑ i ∈ range B, x (j * B + i)

/-- The average of the first `n` block means. -/
def grandMean (x : ℕ → E) (B n : ℕ) : E := (n : ℝ)⁻¹ • ∑ j ∈ range n, blockMean x B j

/-- The expected blocking estimate of the squared error bar, from the mean squared scatter of `n`
block means. -/
def blockingEstimate (x : ℕ → E) (B n : ℕ) : ℝ :=
  (∑ j ∈ range n, ‖blockMean x B j - grandMean x B n‖ ^ 2) / (n * (n - 1))

/-- The sum of the correlation function over all lags: lag zero once, and each positive lag twice to
account for the equal negative one. -/
def totalCorrelation (c : ℕ → ℝ) : ℝ := c 0 + 2 * ∑' k : ℕ, c (k + 1)

/-- The average of the block means is the mean of all `n * B` samples. -/
theorem grandMean_eq (x : ℕ → E) (B n : ℕ) :
    grandMean x B n = ((n * B : ℕ) : ℝ)⁻¹ • ∑ i ∈ range (n * B), x i := by
  have h : ∑ j ∈ range n, ∑ i ∈ range B, x (j * B + i) = ∑ i ∈ range (n * B), x i := by
    induction n with
    | zero => simp
    | succ n ih => rw [sum_range_succ, ih, Nat.succ_mul, sum_range_add]
  unfold grandMean blockMean
  rw [← smul_sum, h, smul_smul, Nat.cast_mul, mul_inv]

/-- In a stationary series every block mean has the same squared error `v(B)`. -/
theorem norm_blockMean_sq {x : ℕ → E} {c : ℕ → ℝ} (hx : Stationary x c) (B j : ℕ) :
    ‖blockMean x B j‖ ^ 2 = sqError x B := by
  have h : ∀ a : ℕ, ‖∑ i ∈ range B, x (a + i)‖ ^ 2 = ‖∑ i ∈ range B, x i‖ ^ 2 := by
    intro a
    rw [← real_inner_self_eq_norm_sq, ← real_inner_self_eq_norm_sq]
    simp only [sum_inner, inner_sum]
    refine sum_congr rfl fun i _ => sum_congr rfl fun k _ => ?_
    rw [hx, hx]
    congr 1
    omega
  unfold blockMean sqError
  rw [norm_smul, norm_smul, mul_pow, mul_pow, h]

/-- For at least two blocks, the expected blocking estimate is `(v(B) - v(nB))/(n - 1)`, and it
deviates from the true squared error `v(nB)` by `(v(B) - n v(nB))/(n - 1)`. -/
theorem blockingEstimate_eq {x : ℕ → E} {c : ℕ → ℝ} (hx : Stationary x c) (B : ℕ) {n : ℕ}
    (hn : 2 ≤ n) :
    blockingEstimate x B n = (sqError x B - sqError x (n * B)) / (n - 1) ∧
    blockingEstimate x B n - sqError x (n * B)
      = (sqError x B - n * sqError x (n * B)) / (n - 1) := by
  have hn2 : (2 : ℝ) ≤ n := by exact_mod_cast hn
  have hn0 : (n : ℝ) ≠ 0 := by linarith
  have hn1 : (n : ℝ) - 1 ≠ 0 := by linarith
  have hg : ‖grandMean x B n‖ ^ 2 = sqError x (n * B) := by
    rw [grandMean_eq]; rfl
  have hsum : ∑ j ∈ range n, blockMean x B j = (n : ℝ) • grandMean x B n := by
    unfold grandMean
    rw [smul_smul, mul_inv_cancel₀ hn0, one_smul]
  -- scatter about the mean = mean square minus square of the mean
  have hs : ∑ j ∈ range n, ‖blockMean x B j - grandMean x B n‖ ^ 2
      = n * (sqError x B - sqError x (n * B)) := by
    simp only [norm_sub_sq_real, norm_blockMean_sq hx]
    rw [sum_add_distrib, sum_sub_distrib, ← mul_sum, ← sum_inner, hsum,
      real_inner_smul_left, real_inner_self_eq_norm_sq, hg]
    simp only [sum_const, card_range, nsmul_eq_mul]
    ring
  have h1 : blockingEstimate x B n = (sqError x B - sqError x (n * B)) / (n - 1) := by
    unfold blockingEstimate
    rw [hs, mul_div_mul_left _ _ hn0]
  refine ⟨h1, ?_⟩
  rw [h1, eq_div_iff hn1, sub_mul, div_mul_cancel₀ _ hn1]
  ring

/-- Summing the tails of a sequence over the first `B` starting points gives its first moment,
up to the first moment of the sequence shifted by `B`. -/
theorem sum_tails {a : ℕ → ℝ} (ha : Summable fun k : ℕ => (k : ℝ) * a k) (hs : Summable a)
    (B : ℕ) : ∑ m ∈ range B, ∑' k : ℕ, a (k + m + 1) + ∑' k : ℕ, (k : ℝ) * a (k + B)
      = ∑' k : ℕ, (k : ℝ) * a k := by
  have hB : ∀ B : ℕ, Summable fun k : ℕ => (k : ℝ) * a (k + B) := by
    intro B
    have h1 := (summable_nat_add_iff B).2 ha
    have h2 := ((summable_nat_add_iff B).2 hs).mul_left (B : ℝ)
    refine (h1.sub h2).congr fun k => ?_
    push_cast
    ring
  induction B with
  | zero => simp
  | succ B ih =>
    have h3 : Summable fun k : ℕ => a (k + B + 1) := (summable_nat_add_iff (B + 1)).2 hs
    have e : ∑' k : ℕ, (k : ℝ) * a (k + B)
        = ∑' k : ℕ, a (k + B + 1) + ∑' k : ℕ, (k : ℝ) * a (k + (B + 1)) := by
      rw [(hB B).tsum_eq_zero_add, ← h3.tsum_add (hB (B + 1))]
      simp only [Nat.cast_zero, zero_mul, zero_add]
      refine tsum_congr fun k => ?_
      rw [show k + 1 + B = k + B + 1 by omega, show k + (B + 1) = k + B + 1 by omega]
      push_cast
      ring
    rw [sum_range_succ]
    linarith

/-- `B v(B)` equals the total correlation minus `2/B` times the sum of the first `B` tails of the
correlation function. -/
theorem mul_sqError_eq {x : ℕ → E} {c : ℕ → ℝ} (hx : Stationary x c) (hs : Summable c)
    {B : ℕ} (hB : 0 < B) : B * sqError x B
      = totalCorrelation c - 2 / B * ∑ m ∈ range B, ∑' k : ℕ, c (k + m + 1) := by
  have key : ∀ m : ℕ, ‖∑ i ∈ range m, x i‖ ^ 2
      = m * totalCorrelation c - 2 * ∑ l ∈ range m, ∑' k : ℕ, c (k + l + 1) := by
    intro m
    induction m with
    | zero => simp
    | succ m ih =>
      -- correlation of the new sample with all earlier ones
      have h1 : ∑ i ∈ range m, ⟪x i, x m⟫_ℝ = ∑ k ∈ range m, c (k + 1) := by
        rw [← sum_range_reflect (fun k => c (k + 1)) m]
        refine sum_congr rfl fun i hi => ?_
        have hi' := mem_range.1 hi
        rw [hx i m]
        show c _ = c _
        congr 1
        omega
      have h0 : ‖x m‖ ^ 2 = c 0 := by
        rw [← real_inner_self_eq_norm_sq, hx m m]
        simp
      have ht := ((summable_nat_add_iff 1).2 hs).sum_add_tsum_nat_add m
      rw [sum_range_succ, norm_add_sq_real, sum_inner, h1, h0, ih, sum_range_succ]
      unfold totalCorrelation
      push_cast
      linear_combination 2 * ht
  have hB' : (B : ℝ) ≠ 0 := by exact_mod_cast hB.ne'
  unfold sqError
  rw [norm_smul, mul_pow, Real.norm_eq_abs, sq_abs, key]
  field_simp

/-- A correlation function with finite absolute first moment is summable. -/
theorem summable_of_moment {c : ℕ → ℝ} (hK : Summable fun k : ℕ => (k : ℝ) * |c k|) :
    Summable fun k => |c k| := by
  refine (summable_nat_add_iff 1).1 (Summable.of_nonneg_of_le (fun _ => abs_nonneg _)
    (fun k => ?_) ((summable_nat_add_iff 1).2 hK))
  have h : (0 : ℝ) ≤ k := k.cast_nonneg
  push_cast
  nlinarith [mul_nonneg h (abs_nonneg (c (k + 1)))]

/-- With `K = ∑ k |c(k)|` finite, `B v(B)` is within `2K/B` of the total correlation. -/
theorem abs_mul_sqError_sub_le {x : ℕ → E} {c : ℕ → ℝ} (hx : Stationary x c)
    (hK : Summable fun k : ℕ => (k : ℝ) * |c k|) {B : ℕ} (hB : 0 < B) :
    |B * sqError x B - totalCorrelation c| ≤ 2 * (∑' k : ℕ, (k : ℝ) * |c k|) / B := by
  have ha := summable_of_moment hK
  have hT : |∑ m ∈ range B, ∑' k : ℕ, c (k + m + 1)| ≤ ∑' k : ℕ, (k : ℝ) * |c k| := by
    have h1 : |∑ m ∈ range B, ∑' k : ℕ, c (k + m + 1)|
        ≤ ∑ m ∈ range B, ∑' k : ℕ, |c (k + m + 1)| := by
      refine (abs_sum_le_sum_abs _ _).trans (sum_le_sum fun m _ => ?_)
      have h3 : Summable fun k : ℕ => ‖c (k + m + 1)‖ := (summable_nat_add_iff (m + 1)).2 ha
      exact norm_tsum_le_tsum_norm h3
    have h2 : 0 ≤ ∑' k : ℕ, (k : ℝ) * |c (k + B)| := tsum_nonneg fun k => by positivity
    linarith [sum_tails hK ha B]
  rw [mul_sqError_eq hx ha.of_abs hB, sub_sub_cancel_left, abs_neg, abs_mul,
    abs_of_nonneg (by positivity : (0 : ℝ) ≤ 2 / B), mul_div_right_comm]
  gcongr

/-- If correlations vanish beyond lag `B`, then `B v(B)` equals the total correlation minus
`2/B` times the first moment of `c`. -/
theorem mul_sqError_of_finite_range {x : ℕ → E} {c : ℕ → ℝ} (hx : Stationary x c) {B : ℕ}
    (hB : 0 < B) (hc : ∀ k, B < k → c k = 0) :
    B * sqError x B = totalCorrelation c - 2 * (∑' k : ℕ, (k : ℝ) * c k) / B := by
  have hz : ∀ k ∉ range (B + 1), c k = 0 := fun k hk => hc k (by
    rw [mem_range] at hk; omega)
  have hs : Summable c := (hasSum_sum_of_ne_finset_zero hz).summable
  have hm : Summable fun k : ℕ => (k : ℝ) * c k :=
    (hasSum_sum_of_ne_finset_zero (s := range (B + 1)) fun k hk => by
      rw [hz k hk, mul_zero]).summable
  have h0 : ∑' k : ℕ, (k : ℝ) * c (k + B) = 0 := by
    have : ∀ k : ℕ, (k : ℝ) * c (k + B) = 0 := by
      intro k
      rcases Nat.eq_zero_or_pos k with rfl | hk
      · simp
      · rw [hc (k + B) (by omega), mul_zero]
    simp only [this, tsum_zero]
  have ht := sum_tails hm hs B
  rw [h0, add_zero] at ht
  rw [mul_sqError_eq hx hs hB, ht]
  ring

/-- The expected blocking estimate times the number `nB` of samples is within `2K(n² + 1)/(n(n -
1)B)` of the total correlation. -/
theorem abs_blockingEstimate_sub_le {x : ℕ → E} {c : ℕ → ℝ} (hx : Stationary x c)
    (hK : Summable fun k : ℕ => (k : ℝ) * |c k|) {B n : ℕ} (hB : 0 < B) (hn : 2 ≤ n) :
    |n * B * blockingEstimate x B n - totalCorrelation c|
      ≤ 2 * (∑' k : ℕ, (k : ℝ) * |c k|) * (n ^ 2 + 1) / (n * (n - 1) * B) := by
  have h1 := abs_mul_sqError_sub_le hx hK hB
  have h2 := abs_mul_sqError_sub_le hx hK (Nat.mul_pos (by omega : 0 < n) hB)
  rw [(blockingEstimate_eq hx B hn).1]
  push_cast at h2
  generalize (∑' k : ℕ, (k : ℝ) * |c k|) = K at *
  generalize totalCorrelation c = s at *
  generalize sqError x B = v at *
  generalize sqError x (n * B) = w at *
  have hn2 : (2 : ℝ) ≤ n := by exact_mod_cast hn
  have hn0 : (0 : ℝ) < n := by linarith
  have hn1 : (0 : ℝ) < n - 1 := by linarith
  have hB0 : (0 : ℝ) < B := by exact_mod_cast hB
  have e1 : n * B * ((v - w) / (n - 1)) - s
      = (n * (B * v - s) - (n * B * w - s)) / ((n : ℝ) - 1) := by
    rw [eq_div_iff hn1.ne', sub_mul, mul_assoc, div_mul_cancel₀ _ hn1.ne']
    ring
  have e2 : 2 * K * (n ^ 2 + 1) / (n * (n - 1) * B)
      = (n * (2 * K / B) + 2 * K / (n * B)) / ((n : ℝ) - 1) := by
    have := hn1.ne'
    field_simp
  rw [e1, e2, abs_div, abs_of_pos hn1]
  refine div_le_div_of_nonneg_right ?_ hn1.le
  refine (abs_sub _ _).trans (add_le_add ?_ h2)
  rw [abs_mul, abs_of_pos hn0]
  exact mul_le_mul_of_nonneg_left h1 hn0.le

/-- Sums of neighbouring unit vectors of `ℓ²` form a stationary series with `c(0) = 2`,
`c(1) = 1` and no further correlations, and its absolute first moment is finite. -/
theorem stationary_witness :
    Stationary (fun i : ℕ => (lp.single 2 i (1 : ℝ) + lp.single 2 (i + 1) (1 : ℝ) :
        lp (fun _ : ℕ => ℝ) 2)) (fun k => if k = 0 then 2 else if k = 1 then 1 else 0) ∧
    Summable fun k : ℕ => (k : ℝ) * |if k = 0 then (2 : ℝ) else if k = 1 then 1 else 0| := by
  constructor
  · have key : ∀ a b : ℕ, ⟪(lp.single 2 a (1 : ℝ) : lp (fun _ : ℕ => ℝ) 2),
        lp.single 2 b (1 : ℝ)⟫_ℝ = if a = b then 1 else 0 := by
      intro a b
      rw [lp.inner_single_left]
      by_cases h : a = b
      · subst h; simp
      · simp [h]
    intro i j
    simp only [inner_add_left, inner_add_right, key]
    split_ifs <;> first | omega | norm_num
  · refine (hasSum_sum_of_ne_finset_zero (s := range 2) fun k hk => ?_).summable
    rw [mem_range] at hk
    rw [if_neg (by omega), if_neg (by omega), abs_zero, mul_zero]

end

end BlockingAnalysis
```

```lean
#print axioms BlockingAnalysis.mul_sqError_of_finite_range
-- 'BlockingAnalysis.mul_sqError_of_finite_range' depends on axioms: [propext, Classical.choice, Quot.sound]
#print axioms BlockingAnalysis.abs_blockingEstimate_sub_le
-- 'BlockingAnalysis.abs_blockingEstimate_sub_le' depends on axioms: [propext, Classical.choice, Quot.sound]
```

## How the code matches the derivation

The space `E` is any real inner-product space, and `Stationary x c` is the covariance condition. The lag is computed in the integers and then made a natural number by `natAbs`, because subtraction of natural numbers would stop at zero. `sqError x L` is $v(L)$, `blockMean x B j` is $Y_j$ with $j$ counted from 0, `grandMean` is $\bar Y$, `blockingEstimate` is $\mathcal E$ and `totalCorrelation c` is $s$. The hypothesis `hK` states that the series for $K$ converges.

`grandMean_eq` joins the blocks by induction on their number, and `norm_blockMean_sq` is the shift argument. `blockingEstimate_eq` expands the squares with `norm_sub_sq_real` and proves both identities.

In `mul_sqError_eq`, the inner statement `key` is the growth of $\|S_m\|^2$ by induction. There `sum_range_reflect` reverses the order of summation, which matches the covariances of the earlier samples with the new one to $c(1),\dots,c(m)$. `sum_tails` is the recursion for $R_B$, with `tsum_eq_zero_add` splitting off the vanishing term. `summable_of_moment` shows that finite $K$ already makes $\sum_k|c(k)|$ converge, so this needs no separate assumption.

`abs_mul_sqError_sub_le` combines these into the $2K/B$ bound, and `mul_sqError_of_finite_range` is the exact finite-range formula. In `abs_blockingEstimate_sub_le`, the equations `e1` and `e2` rewrite the deviation and its bound over the common denominator $n-1$ before the triangle inequality is applied.

`stationary_witness` supplies a correlated example: $x_i=e_i+e_{i+1}$, with $e_i$ the unit vectors of $\ell^2$. Here $c(0)=2$ and $c(1)=1$, so the normalised autocorrelation at lag one is $1/2$. With $K=1$ and $s=4$, the finite-range formula gives $B\,v(B)=4-2/B$ for every $B\ge1$, which attains the bound.

## What a simulation can and cannot take from the theorems

The two identities for $\mathcal E$ hold for every stationary series and every $n\ge2$, however strong the correlations. The bounds hold at every finite block length $B \ge 1$, not only asymptotically, but they need finite $K$. That is an assumption about the sampling dynamics; the theorems neither derive it from a Markov chain nor estimate $K$ from data.

Because $\mathcal E$ is an expectation, nothing is said about how far the estimate from one run scatters around it. With few blocks that scatter can be large even when the bias is small. The theorems also give no confidence interval, and no statement about the square root that is quoted as the error bar.

Stationarity excludes the equilibration phase, which has to be discarded first. Every sample has equal weight, so a diffusion Monte Carlo energy formed as a ratio of weighted sums is not covered as it stands. Samples left over after the last complete block play no part in either $\mathcal E$ or $v(nB)$.
